# Closed-form limit of McWeeny purification for real 2×2 matrices with trace 1 and determinant between −1/2 and 1/4

Let $X$ be a real $2\times2$ matrix with trace 1 and determinant $d$. One McWeeny purification step reduces to a combination of $X$ and the identity:

$$3X^2-2X^3=(1+2d)X-d\,I .$$

The result again has trace 1, and its determinant is $3d^2+4d^3$. If $-\tfrac12<d<\tfrac14$, repeated steps converge to

$$P=\tfrac12 I+\frac{X-\tfrac12 I}{\sqrt{1-4d}} ,$$

where $I$ is the identity matrix. The limit is idempotent, has trace 1 and commutes with $X$. The matrix need not be symmetric. The range $0\le d<\tfrac14$ corresponds to distinct eigenvalues in $[0,1]$, the usual case for occupation numbers; negative determinants down to $-\tfrac12$ allow some overshoot on both sides.

## Purifying a shifted and scaled Hamiltonian

Density-matrix codes can use purification to obtain the projector onto the occupied states by matrix multiplication instead of diagonalisation. In an orthonormal basis, a typical start is

$$X_0=\tfrac12 I+\beta(\mu I-H),$$

with Hamiltonian $H$, chemical potential $\mu$ and a scale $\beta>0$ small enough to keep the spectrum of $X_0$ in $[0,1]$. The loop body needs two matrix products:

```
X2 = X @ X
X  = 3*X2 - 2*(X2 @ X)
```

A common stopping test is the size of $X^2-X$.

For a two-level Hamiltonian with energy gap $\Delta>0$, setting $\mu=\tfrac12\operatorname{tr}H$ gives $X_0$ trace 1 and eigenvalues $\tfrac12(1\pm\beta\Delta)$. Then $\sqrt{1-4d}=\beta\Delta$, and the bounds $-\tfrac12<d<\tfrac14$ become $0<\beta\Delta<\sqrt3$. Within this range the limit projects onto the lower level. For this non-interacting two-level model, the closed form gives a direct check of a purification routine. Written in terms of the Hamiltonian, $P=\tfrac12I+(\mu I-H)/\Delta$, it also checks the sign convention of the starting matrix; evaluated from $X_0$ itself, it would not.

In larger matrices a McWeeny step does not preserve the trace in general, so the two-level trace rule should not be used as a test there.

## From Cayley–Hamilton to one scalar recursion

For a $2\times2$ matrix of trace 1, the Cayley–Hamilton theorem reads $X^2=X-dI$. Multiplying by $X$ gives

$$X^3=X^2-dX=X-dI-dX .$$

Therefore

$$3X^2-2X^3=3X-3dI-2X+2dI+2dX=(1+2d)X-dI .$$

Its trace is $(1+2d)-2d=1$. For scalars $a$ and $b$, $\det(aX-bI)=a^2d-ab\operatorname{tr}X+b^2$. With $a=1+2d$ and $b=d$ this becomes

$$(1+2d)^2d-(1+2d)d+d^2=3d^2+4d^3 .$$

Now assume $d<\tfrac14$, and define $r=\sqrt{1-4d}>0$ and $Y=(X-\tfrac12I)/r$. Since

$$(X-\tfrac12I)^2=X^2-X+\tfrac14I=(\tfrac14-d)I=\tfrac{r^2}{4}I,$$

we have $Y^2=\tfrac14I$. For any real $u$, let $Z=\tfrac12I+uY$. Then

$$Z^2=\tfrac{1+u^2}{4}I+uY,\qquad
Z^3=\tfrac{1+3u^2}{8}I+\tfrac{3u+u^3}{4}Y,$$

and hence

$$3Z^2-2Z^3=\tfrac12I+g(u)Y,\qquad g(u)=\frac{u(3-u^2)}2 .$$

The matrix $Y$ stays fixed. Only $u$, the difference between the two eigenvalues, changes. Because $X=\tfrac12I+rY$, the recursion starts at $u_0=r$ and continues as $u_{n+1}=g(u_n)$.

The condition $d>-\tfrac12$ means $u_0^2<3$, so $u_1=g(u_0)>0$. The identity

$$1-g(u)=\frac{(1-u)^2(2+u)}2$$

also gives $u_1\le1$. For $0<u\le1$,

$$g(u)-u=\frac{u(1-u)(1+u)}2\ge0,$$

so from $u_1$ onwards the sequence does not decrease and stays at or below 1. Writing

$$1-g(u)=(1-u)\left(1-\frac{u(1+u)}2\right)$$

and using $u_n\ge u_1$ for $n\ge1$ gives

$$1-u_{n+1}\le(1-u_1/2)^n\qquad(n\ge0).$$

The right-hand side tends to zero. Thus $u_n\to1$, and the matrices tend to $P=\tfrac12I+Y$. This bound is enough for the limit but understates the final speed: the first identity for $1-g(u)$ gives $1-u_{n+1}\le\tfrac32(1-u_n)^2$ for $n\ge1$, so the convergence is quadratic.

Finally, $P^2=\tfrac14I+Y+\tfrac14I=P$. Since $Y$ has trace zero, $P$ has trace 1. Also

$$XP=(\tfrac12I+rY)(\tfrac12I+Y)=\frac{1+r}{2}P,$$

and the same calculation gives $PX$. The projector therefore selects the larger eigenvalue of $X$.

## The two-level iteration in Lean

```lean
import Mathlib

open Filter Topology

namespace TwoLevelMcWeeny

noncomputable section

/-- Real two-by-two matrices. -/
abbrev Mat := Matrix (Fin 2) (Fin 2) ℝ

/-- One McWeeny purification step, `3 X² - 2 X³`. -/
def mcweeny (X : Mat) : Mat := (3 : ℝ) • X ^ 2 - (2 : ℝ) • X ^ 3

/-- The deviation of `X` from one half, divided by `√(1 - 4 det X)`. -/
def deviation (X : Mat) : Mat :=
  (1 / √(1 - 4 * X.det)) • (X - (1 / 2 : ℝ) • (1 : Mat))

/-- The closed form `1/2 + (X - 1/2) / √(1 - 4 det X)`. -/
def purified (X : Mat) : Mat := (1 / 2 : ℝ) • (1 : Mat) + deviation X

/-- The scalar update `u ↦ u (3 - u²) / 2`. -/
def gapStep (u : ℝ) : ℝ := u * (3 - u ^ 2) / 2

/-- A two-level matrix of unit trace satisfies `X² = X - det X`. -/
theorem sq_of_trace_one (X : Mat) (h : X.trace = 1) :
    X * X = X - X.det • (1 : Mat) := by
  rw [Matrix.trace_fin_two] at h
  ext i j
  fin_cases i <;> fin_cases j
  · simp [Matrix.mul_apply, Fin.sum_univ_two, Matrix.det_fin_two]
    linear_combination X 0 0 * h
  · simp [Matrix.mul_apply, Fin.sum_univ_two, Matrix.det_fin_two]
    linear_combination X 0 1 * h
  · simp [Matrix.mul_apply, Fin.sum_univ_two, Matrix.det_fin_two]
    linear_combination X 1 0 * h
  · simp [Matrix.mul_apply, Fin.sum_univ_two, Matrix.det_fin_two]
    linear_combination X 1 1 * h

/-- At unit trace, a McWeeny step combines `X` and the identity with coefficients fixed by the
determinant: `3 X² - 2 X³ = (1 + 2d) X - d`. -/
theorem mcweeny_eq (X : Mat) (h : X.trace = 1) :
    mcweeny X = (1 + 2 * X.det) • X - X.det • (1 : Mat) := by
  have h2 := sq_of_trace_one X h
  have h3 : X ^ 3 = X - X.det • (1 : Mat) - X.det • X := by
    rw [pow_succ, pow_two, h2, sub_mul, smul_mul_assoc, one_mul, h2]
  rw [mcweeny, h3, pow_two, h2]
  module

/-- A McWeeny step keeps the unit trace of a two-level matrix and sends its determinant
`d` to `3d² + 4d³`. -/
theorem mcweeny_trace_det (X : Mat) (h : X.trace = 1) :
    (mcweeny X).trace = 1 ∧ (mcweeny X).det = 3 * X.det ^ 2 + 4 * X.det ^ 3 := by
  have hdet : ∀ a b : ℝ, (a • X - b • (1 : Mat)).det
      = a ^ 2 * X.det - a * b * X.trace + b ^ 2 := by
    intro a b
    simp [Matrix.det_fin_two, Matrix.trace_fin_two]
    ring
  rw [mcweeny_eq X h]
  constructor
  · rw [Matrix.trace_sub, Matrix.trace_smul, Matrix.trace_smul, h, Matrix.trace_one]
    simp only [smul_eq_mul, Fintype.card_fin]
    push_cast
    ring
  · rw [hdet, h]
    ring

/-- For unit trace and determinant below one quarter, the scaled deviation from one half
squares to one quarter. -/
theorem deviation_sq (X : Mat) (h : X.trace = 1) (hd : X.det < 1 / 4) :
    deviation X * deviation X = (1 / 4 : ℝ) • (1 : Mat) := by
  have hc : (X - (1 / 2 : ℝ) • (1 : Mat)) * (X - (1 / 2 : ℝ) • (1 : Mat))
      = (1 / 4 - X.det) • (1 : Mat) := by
    simp only [sub_mul, mul_sub, smul_mul_assoc, mul_smul_comm, one_mul, mul_one,
      sq_of_trace_one X h]
    module
  have hr : 0 < √(1 - 4 * X.det) := Real.sqrt_pos.2 (by linarith)
  have hs : √(1 - 4 * X.det) * √(1 - 4 * X.det) = 1 - 4 * X.det :=
    Real.mul_self_sqrt (by linarith)
  have hq : 1 / 4 - X.det = √(1 - 4 * X.det) * √(1 - 4 * X.det) / 4 := by linarith
  rw [deviation, smul_mul_smul_comm, hc, smul_smul, hq]
  congr 1
  field_simp

/-- If `Y² = 1/4`, purification of `1/2 + u Y` leaves `Y` fixed and changes only the
scalar `u`, by the rule `u ↦ u (3 - u²) / 2`. -/
theorem mcweeny_iterate (Y : Mat) (hY : Y * Y = (1 / 4 : ℝ) • (1 : Mat)) (n : ℕ) (u : ℝ) :
    mcweeny^[n] ((1 / 2 : ℝ) • (1 : Mat) + u • Y)
      = (1 / 2 : ℝ) • (1 : Mat) + (gapStep^[n] u) • Y := by
  have step : ∀ u : ℝ, mcweeny ((1 / 2 : ℝ) • (1 : Mat) + u • Y)
      = (1 / 2 : ℝ) • (1 : Mat) + gapStep u • Y := by
    intro u
    have h2 : ((1 / 2 : ℝ) • (1 : Mat) + u • Y) * ((1 / 2 : ℝ) • (1 : Mat) + u • Y)
        = (1 / 4 + u ^ 2 / 4) • (1 : Mat) + u • Y := by
      simp only [add_mul, mul_add, smul_mul_assoc, mul_smul_comm, one_mul, mul_one, hY]
      module
    rw [mcweeny, pow_succ _ 2, pow_two, h2, gapStep]
    simp only [add_mul, mul_add, smul_mul_assoc, mul_smul_comm, one_mul, mul_one, hY]
    module
  induction n generalizing u with
  | zero => rfl
  | succ n ih => rw [Function.iterate_succ_apply, Function.iterate_succ_apply, step, ih]

/-- The scalar update converges to one from every start between zero and `√3`. -/
theorem gapStep_tendsto (u : ℝ) (h0 : 0 < u) (h3 : u ^ 2 < 3) :
    Tendsto (fun n => gapStep^[n] u) atTop (𝓝 1) := by
  have key : ∀ v : ℝ, 0 < v → v ≤ 1 → Tendsto (fun n => gapStep^[n] v) atTop (𝓝 1) := by
    intro v hv hv1
    -- the iterates stay between v and 1, and the distance to one has a geometric bound
    have inv : ∀ n, v ≤ gapStep^[n] v ∧ gapStep^[n] v ≤ 1 ∧
        1 - gapStep^[n] v ≤ (1 - v / 2) ^ n := by
      intro n
      induction n with
      | zero => exact ⟨le_refl v, hv1, by simp; linarith⟩
      | succ n ih =>
        rw [Function.iterate_succ_apply']
        generalize gapStep^[n] v = w at ih ⊢
        obtain ⟨ha, hb, hc⟩ := ih
        have hw : 0 < w := lt_of_lt_of_le hv ha
        have e1 : gapStep w - w = w * (1 - w) * (1 + w) / 2 := by unfold gapStep; ring
        have e2 : 1 - gapStep w = (1 - w) * (1 - w * (1 + w) / 2) := by unfold gapStep; ring
        have e3 : 1 - gapStep w = (1 - w) ^ 2 * (2 + w) / 2 := by unfold gapStep; ring
        have p1 : 0 ≤ w * (1 - w) * (1 + w) / 2 := by
          have : 0 ≤ 1 - w := by linarith
          positivity
        have p3 : 0 ≤ (1 - w) ^ 2 * (2 + w) / 2 := by positivity
        refine ⟨by linarith, by linarith, ?_⟩
        rw [e2, pow_succ]
        calc (1 - w) * (1 - w * (1 + w) / 2) ≤ (1 - w) * (1 - v / 2) :=
              mul_le_mul_of_nonneg_left (by nlinarith) (by linarith)
          _ ≤ (1 - v / 2) ^ n * (1 - v / 2) :=
              mul_le_mul_of_nonneg_right hc (by linarith)
    have hq : Tendsto (fun n : ℕ => 1 - (1 - v / 2) ^ n) atTop (𝓝 1) := by
      simpa using (tendsto_pow_atTop_nhds_zero_of_lt_one
        (by linarith : 0 ≤ 1 - v / 2) (by linarith)).const_sub 1
    exact tendsto_of_tendsto_of_tendsto_of_le_of_le hq tendsto_const_nhds
      (fun n => by have := (inv n).2.2; simp only; linarith) (fun n => (inv n).2.1)
  -- the first step lands in the interval (0, 1]
  have hpos : 0 < gapStep u := by
    have : 0 < 3 - u ^ 2 := by linarith
    unfold gapStep
    positivity
  have hle : gapStep u ≤ 1 := by
    have e : 1 - gapStep u = (1 - u) ^ 2 * (2 + u) / 2 := by unfold gapStep; ring
    have : 0 ≤ (1 - u) ^ 2 * (2 + u) / 2 := by positivity
    linarith
  exact (tendsto_add_atTop_iff_nat 1).1 (key (gapStep u) hpos hle)

/-- For a two-level matrix of unit trace with determinant `d` between `-1/2` and `1/4`,
the McWeeny iterates converge to `1/2 + (X - 1/2) / √(1 - 4d)`. -/
theorem mcweeny_tendsto (X : Mat) (h : X.trace = 1)
    (hl : -1 / 2 < X.det) (hu : X.det < 1 / 4) :
    Tendsto (fun n => mcweeny^[n] X) atTop (𝓝 (purified X)) := by
  have hr : 0 < √(1 - 4 * X.det) := Real.sqrt_pos.2 (by linarith)
  have hs : √(1 - 4 * X.det) ^ 2 = 1 - 4 * X.det := Real.sq_sqrt (by linarith)
  have hX : (1 / 2 : ℝ) • (1 : Mat) + √(1 - 4 * X.det) • deviation X = X := by
    rw [deviation, smul_smul, mul_one_div_cancel hr.ne']
    module
  have hn : ∀ n, mcweeny^[n] X
      = (1 / 2 : ℝ) • (1 : Mat) + (gapStep^[n] √(1 - 4 * X.det)) • deviation X := by
    intro n
    rw [← mcweeny_iterate _ (deviation_sq X h hu), hX]
  have ht := ((gapStep_tendsto _ hr (by linarith)).smul_const (deviation X)).const_add
    ((1 / 2 : ℝ) • (1 : Mat))
  rw [one_smul] at ht
  simpa only [hn, purified] using ht

/-- For `X` of unit trace with determinant `d` below `1/4`, the closed form `P` is idempotent with
trace one, and `X P = P X = x P` with `x = (1 + √(1 - 4d)) / 2`. -/
theorem purified_projector (X : Mat) (h : X.trace = 1) (hu : X.det < 1 / 4) :
    purified X * purified X = purified X ∧ (purified X).trace = 1 ∧
    X * purified X = ((1 + √(1 - 4 * X.det)) / 2) • purified X ∧
    purified X * X = ((1 + √(1 - 4 * X.det)) / 2) • purified X := by
  have hY := deviation_sq X h hu
  have hr : 0 < √(1 - 4 * X.det) := Real.sqrt_pos.2 (by linarith)
  have hX : X = (1 / 2 : ℝ) • (1 : Mat) + √(1 - 4 * X.det) • deviation X := by
    rw [deviation, smul_smul, mul_one_div_cancel hr.ne']
    module
  have ht : (purified X).trace = 1 := by
    simp [purified, deviation, Matrix.trace_add, Matrix.trace_sub, Matrix.trace_smul, h]
  generalize √(1 - 4 * X.det) = r at hX ⊢
  unfold purified at ht ⊢
  generalize deviation X = Y at hX hY ht ⊢
  refine ⟨?_, ht, ?_, ?_⟩
  all_goals
    try rw [hX]
    simp only [add_mul, mul_add, smul_mul_assoc, mul_smul_comm, one_mul, mul_one, hY]
    module

/-- At unit trace and determinant `-1/2`, a single McWeeny step gives one half of the identity. -/
theorem mcweeny_lower_end (X : Mat) (h : X.trace = 1) (hd : X.det = -1 / 2) :
    mcweeny X = (1 / 2 : ℝ) • (1 : Mat) := by
  rw [mcweeny_eq X h, hd]
  module

/-- At unit trace and determinant `1/4`, `n` McWeeny steps multiply the difference `X - 1/2` by
`(3/2)^n`. -/
theorem mcweeny_upper_end (n : ℕ) (X : Mat) (h : X.trace = 1) (hd : X.det = 1 / 4) :
    mcweeny^[n] X
      = (1 / 2 : ℝ) • (1 : Mat) + ((3 / 2 : ℝ) ^ n) • (X - (1 / 2 : ℝ) • (1 : Mat)) := by
  induction n generalizing X with
  | zero => simp
  | succ n ih =>
    obtain ⟨h1, h2⟩ := mcweeny_trace_det X h
    rw [Function.iterate_succ_apply, ih _ h1 (by rw [h2, hd]; norm_num),
      mcweeny_eq X h, hd, pow_succ]
    module

end

end TwoLevelMcWeeny
```

```lean
#print axioms TwoLevelMcWeeny.mcweeny_tendsto
-- 'TwoLevelMcWeeny.mcweeny_tendsto' depends on axioms: [propext, Classical.choice, Quot.sound]
#print axioms TwoLevelMcWeeny.purified_projector
-- 'TwoLevelMcWeeny.purified_projector' depends on axioms: [propext, Classical.choice, Quot.sound]
#print axioms TwoLevelMcWeeny.mcweeny_lower_end
-- 'TwoLevelMcWeeny.mcweeny_lower_end' depends on axioms: [propext, Classical.choice, Quot.sound]
#print axioms TwoLevelMcWeeny.mcweeny_upper_end
-- 'TwoLevelMcWeeny.mcweeny_upper_end' depends on axioms: [propext, Classical.choice, Quot.sound]
```

## Convergence in exact arithmetic, for two levels

`Mat` is the type of real $2\times2$ matrices. The hypothesis `X.trace = 1` fixes the total occupation at one state in a two-level system, without a spin factor of two. `X.det` is $d$, `deviation X` is $Y$, `purified X` is $P$, and `gapStep` is $g$. The notation `mcweeny^[n] X` means $n$ successive steps, with `n = 0` returning `X`.

`mcweeny_eq` and `mcweeny_trace_det` hold for every determinant. `mcweeny_tendsto` adds the two strict bounds on $d$ and says that the sequence of matrices tends to `purified X`, entry by entry. `purified_projector` needs only the upper bound; it gives idempotency, unit trace and the eigenvalue relation with multiplication on either side.

The endpoints behave differently. `mcweeny_lower_end` says that at $d=-\tfrac12$ a single step gives $\tfrac12I$, which loses the distinction between the two states. `mcweeny_upper_end` says that at $d=\tfrac14$ each step multiplies $X-\tfrac12I$ by $\tfrac32$. The iterates then grow without bound unless $X=\tfrac12I$ already.

The proof follows the derivation closely:

- `sq_of_trace_one` checks Cayley–Hamilton in each of the four entries. `linear_combination` supplies the multiple of the trace equation that each entry needs.
- `mcweeny_eq` substitutes this relation into the square and cube, and `module` collects the coefficients of $X$ and $I$. The determinant rule then comes from an explicit formula for $\det(aX-bI)$.
- `deviation_sq` proves $Y^2=\tfrac14I$, using $d<\tfrac14$ to keep the square root positive.
- `mcweeny_iterate` proves the one-step rule for $u$ and extends it to $n$ steps by induction.
- `gapStep_tendsto` first treats starts in $(0,1]$. Its induction carries the lower bound, the upper bound and the geometric estimate together, and a squeeze argument gives the limit. The general case follows after one step.
- `mcweeny_tendsto` writes $X$ as $\tfrac12I+rY$ and transfers the scalar limit to the matrices.

The geometric estimate sits inside the proof of `gapStep_tendsto`; the exported theorems state convergence without a rate. They concern exact real arithmetic, so rounding, truncation of small matrix elements and the choice of a stopping threshold are not covered. Nor is the construction of $X_0$ from a Hamiltonian, or any matrix larger than $2\times2$.

The model could have required $X$ to be symmetric, as a real density matrix in an orthonormal basis is. Then $d\le\tfrac14$ would hold automatically, with equality only for $X=\tfrac12I$, so the growing case at the upper endpoint would disappear and $P$ would be an orthogonal projector. The general version also admits the product of a density matrix and an overlap matrix in a non-orthogonal basis, which is usually not symmetric; its limit $P$ can be an oblique projector.
